# When the reference species in use are linearly dependent, one can be dropped without raising the noise amplification

A target's feature vector `t` is written as a linear combination of the feature vectors `v i` of finitely many reference species, with real coefficients `c i` of either sign; the noise amplification is the sum of their absolute values. The lemma `drop_reference` assumes a relation `∑ i, (c i * r i) • v i = 0` in which some `c i * r i` is non-zero and `∑ i, |c i| * r i` is not negative. It concludes that other coefficients also reproduce `t`, use a strictly smaller set of the same references, and have no larger noise amplification. The proof picks a used reference `m` with the largest `r m`, shows that `r m` is positive, and takes the new coefficients `c i * (1 - r i / r m)`, which vanish at `m`.

The first attempt, which Lean rejects:

```lean
import Mathlib

open Finset

namespace DropReference

noncomputable section

variable {ι : Type*} [Fintype ι] {k : ℕ}

/-- The coefficients `c` combine the reference feature vectors `v i` into the target
feature vector `t`. -/
def Reproduces (v : ι → Fin k → ℝ) (t : Fin k → ℝ) (c : ι → ℝ) : Prop :=
  ∑ i, c i • v i = t

/-- The noise amplification of a scheme: the sum of its absolute coefficients. -/
def amplification (c : ι → ℝ) : ℝ := ∑ i, |c i|

/-- The reference species that enter a scheme with non-zero coefficient. -/
def used (c : ι → ℝ) : Finset ι := univ.filter fun i => c i ≠ 0

/-- A reference is used exactly when its coefficient is non-zero. -/
theorem mem_used {c : ι → ℝ} {i : ι} : i ∈ used c ↔ c i ≠ 0 := by
  simp [used]

/-- A non-trivial relation `∑ c i r i v i = 0` with `∑ |c i| r i ≥ 0` allows one to drop a used
reference, without adding any other and without raising the amplification. -/
theorem drop_reference {v : ι → Fin k → ℝ} {t : Fin k → ℝ} {c r : ι → ℝ}
    (hc : Reproduces v t c) (hr : ∑ i, (c i * r i) • v i = 0)
    (hpos : 0 ≤ ∑ i, |c i| * r i) (hne : ∃ i, c i * r i ≠ 0) :
    ∃ d, Reproduces v t d ∧ used d ⊂ used c ∧ amplification d ≤ amplification c := by
  obtain ⟨j, hj⟩ := hne
  have hcj : c j ≠ 0 := left_ne_zero_of_mul hj
  obtain ⟨m, hm, hmax⟩ := Finset.exists_max_image (used c) r ⟨j, mem_used.2 hcj⟩
  -- the largest ratio is positive
  have hmpos : 0 < r m := by
    by_contra hneg
    have hle : ∀ i, |c i| * r i ≤ 0 := by
      intro i
      by_cases h : c i = 0
      · simp [h]
      · have hri : r i ≤ 0 := (hmax i (mem_used.2 h)).trans (not_lt.1 hneg)
        nlinarith [mul_nonneg (abs_nonneg (c i)) (neg_nonneg.2 hri)]
    have hall := (Finset.sum_eq_zero_iff_of_nonpos (fun i _ => hle i)).1
      (le_antisymm (Finset.sum_nonpos fun i _ => hle i) hpos) j (Finset.mem_univ j)
    rcases mul_eq_zero.1 hall with h | h
    · exact hcj (abs_eq_zero.1 h)
    · exact hj (by rw [h, mul_zero])
  -- rescale so that reference `m` disappears and no coefficient changes sign
  refine ⟨fun i => c i * (1 - r i / r m), ?_, ?_, ?_⟩
  · have h : ∀ i, (c i * (1 - r i / r m)) • v i
        = c i • v i - (r m)⁻¹ • ((c i * r i) • v i) := by
      intro i
      rw [smul_smul, ← sub_smul]
      congr 1
      ring
    unfold Reproduces at hc ⊢
    simp only [h]
    rw [Finset.sum_sub_distrib, ← Finset.smul_sum, hr, hc, smul_zero, sub_zero]
  · have hsub : used (fun i => c i * (1 - r i / r m)) ⊆ used c := fun i hi =>
      mem_used.2 (left_ne_zero_of_mul (mem_used.1 hi))
    refine (Finset.ssubset_iff_of_subset hsub).2 ⟨m, hm, fun h => ?_⟩
    exact mem_used.1 h (by simp [hmpos.ne'])
  · have h : ∀ i, |c i * (1 - r i / r m)| = |c i| - (r m)⁻¹ * (|c i| * r i) := by
      intro i
      by_cases h0 : c i = 0
      · simp [h0]
      · have h1 : 0 ≤ 1 - r i / r m :=
          sub_nonneg.2 ((div_le_one hmpos).2 (hmax i (mem_used.2 h0)))
        rw [abs_mul, abs_of_nonneg h1]
        ring
    unfold amplification
    simp only [h]
    rw [Finset.sum_sub_distrib, ← Finset.mul_sum]
    exact sub_le_self _ (mul_nonneg (inv_nonneg.2 hmpos.le) hpos)

end

end DropReference
```

Compiling this gives:

```
Main.lean:61:39: error(lean.synthInstanceFailed): failed to synthesize instance of type class
  Fintype ℝ

Hint: Adding the command `deriving instance Fintype for Real` may allow Lean to derive the missing instance.
Main.lean:61:50: error: Application type mismatch: The argument
  hi
has type
  Membership.mem.{u_1, u_1} (used fun i => c i * (1 - r i / r m)) i
but is expected to have type
  Membership.mem.{0, 0} (used (HMul.hMul (c i))) (?m.442 i hi)
in the application
  mem_used.mp hi
```

What went wrong. Both errors come from the inner `mem_used.1 hi`, in the proof that no new reference is added. There `left_ne_zero_of_mul` expects a proof that a product `c i * ?b` is non-zero, while `mem_used.1` gives one that a function applied to an index is non-zero. Lean matched the two before using `hi`, and read the product as the function `HMul.hMul (c i)` applied to the real number `?b`. The index type thus became `ℝ`, hence the search for `Fintype ℝ`. The second message shows the same wrong function in the expected type, which `hi` does not fit. Following the hint about deriving an instance would not help, since the reals are not finite.

In the repair, `have h := mem_used.1 hi` stands alone with no expected type, so the function and index are read off from `hi`. `left_ne_zero_of_mul h` then gets a statement already fixed, which unfolds to the intended product. The change from `fun i hi =>` to `by` with `intro i hi` is only a matter of layout.

Lean accepts the file once it reads:

```diff
@@ -58,6 +58,8 @@
     simp only [h]
     rw [Finset.sum_sub_distrib, ← Finset.smul_sum, hr, hc, smul_zero, sub_zero]
-  · have hsub : used (fun i => c i * (1 - r i / r m)) ⊆ used c := fun i hi =>
-      mem_used.2 (left_ne_zero_of_mul (mem_used.1 hi))
+  · have hsub : used (fun i => c i * (1 - r i / r m)) ⊆ used c := by
+      intro i hi
+      have h := mem_used.1 hi
+      exact mem_used.2 (left_ne_zero_of_mul h)
     refine (Finset.ssubset_iff_of_subset hsub).2 ⟨m, hm, fun h => ?_⟩
     exact mem_used.1 h (by simp [hmpos.ne'])
```
